# First derivative of the decoupling matrix $X = S L^{-1}$ from response amplitudes between two sets of eigenvectors

Let $H(t)$, $L(t)$, $S(t)$, $\Lambda(t)$ be real finite matrices depending on a parameter $t$ and differentiable at $t=0$. Stack $L$ on $S$ into $C = \binom{L}{S}$, and suppose $HC = C\Lambda$ for $t$ near $0$. At $t=0$ assume that $H$ is symmetric, $L$ is invertible, $\Lambda = \mathrm{diag}(e)$, and a matrix $N = \binom{N_L}{N_S}$ makes $(C, N)$ orthogonal, with $HN = N\,\mathrm{diag}(f)$ and $e_j \neq f_i$ for all $i, j$. Then $X = SL^{-1}$ is differentiable at $0$ and

$$X' = (N_S - X N_L)\,U\,L^{-1}, \qquad U_{ij} = \frac{(N^T H' C)_{ij}}{e_j - f_i},$$

where a prime is the derivative at $0$ and unprimed matrices are evaluated there. Nothing is assumed about differences among the $e_j$.

In exact two-component schemes $H$ is the Dirac matrix in a basis of large- and small-component functions, $C$ holds the positive-energy solutions with energies $e_j$, $N$ the negative-energy ones with energies $f_i$, and $e_j \ne f_i$ stands for the gap between the two branches. The derivative $X'$ enters analytical gradients and properties of the decoupled Hamiltonian, and the formula gives it for a real, given (not self-consistent) matrix in an orthonormal basis along one parameter.

```lean
import Mathlib

open Matrix Filter Topology

namespace DecouplingDerivative

noncomputable section

variable {m n k l s : Type*} [Fintype m] [Fintype n] [Fintype k] [Fintype l] [Fintype s]
  [DecidableEq n] [DecidableEq k] [DecidableEq l] [DecidableEq s]
```

## Paths, decoupling matrix and amplitudes

A path is a function from $\mathbb{R}$ to matrices, and `HasMatDeriv F F'` says that each element $F_{ij}(t)$ has derivative $F'_{ij}$ at $t=0$.

```lean
/-- The matrix path `F(t)` has derivative `F'` at `t = 0`, element by element. -/
def HasMatDeriv {a b : Type*} (F : ℝ → Matrix a b ℝ) (F' : Matrix a b ℝ) : Prop :=
  ∀ i j, HasDerivAt (fun t => F t i j) (F' i j) 0
```

The index type `l` labels the large-component functions and also the columns of $C$, so that $L$ is square; `s` labels the small-component functions. The two sizes are independent. The matrix $X$ maps large components to small ones, $XL = S$ when $L$ is invertible; $S$ never denotes an overlap matrix here.

```lean
/-- The decoupling matrix `X = S L⁻¹` built from large and small components. -/
def decoupling (L : Matrix l l ℝ) (S : Matrix s l ℝ) : Matrix s l ℝ := S * L⁻¹
```

In $U_{ij}$ the row index $i$ runs over the columns of $N$ and the column index $j$ over those of $C$.

```lean
/-- The response amplitudes `U_ij = (Nᵀ H' C)_ij / (e_j - f_i)`. -/
def amplitude (N : Matrix m k ℝ) (H' : Matrix m m ℝ) (C : Matrix m n ℝ) (e : n → ℝ)
    (f : k → ℝ) : Matrix k n ℝ :=
  of fun i j => (Nᵀ * H' * C) i j / (e j - f i)
```

## Differentiating an identity that holds near zero

Since $(FG)_{ij} = \sum_x F_{ix} G_{xj}$, the scalar product rule summed over $x$ gives $(FG)' = F'G + FG'$. The proof applies `fun_mul` to each term and `HasDerivAt.fun_sum` to the sum.

```lean
/-- Product rule for matrix paths: `(F G)' = F' G + F G'`. -/
theorem HasMatDeriv.mul {a b c : Type*} [Fintype b] {F : ℝ → Matrix a b ℝ} {F' : Matrix a b ℝ}
    {G : ℝ → Matrix b c ℝ} {G' : Matrix b c ℝ} (hF : HasMatDeriv F F')
    (hG : HasMatDeriv G G') : HasMatDeriv (fun t => F t * G t) (F' * G 0 + F 0 * G') := by
  intro i j
  have h := HasDerivAt.fun_sum (u := Finset.univ) (fun x _ => (hF i x).fun_mul (hG x j))
  simp only [Matrix.mul_apply, Matrix.add_apply, ← Finset.sum_add_distrib]
  exact h
```

The argument twice differentiates both sides of an equation, and Lean does this through one device, the neighbourhood filter. The expression `∀ᶠ t in 𝓝 (0 : ℝ), F t = G t` says that $F(t) = G(t)$ on some open interval around $0$, without naming the interval. Three Mathlib facts are combined here: `mono` passes from a property that holds near $0$ to any pointwise consequence, `congr_of_eventuallyEq` transfers a derivative between functions that agree near $0$, and `unique` identifies two derivatives of one function. Together they yield $F' = G'$. Equality at $t=0$ alone would say nothing about derivatives, and equality for all $t$ would be too strong for $LL^{-1} = 1$, because $L(t)$ may become singular further out.

```lean
/-- Two matrix paths that agree near `t = 0` have the same derivative there. -/
theorem HasMatDeriv.unique {a b : Type*} {F G : ℝ → Matrix a b ℝ} {F' G' : Matrix a b ℝ}
    (hF : HasMatDeriv F F') (hG : HasMatDeriv G G') (h : ∀ᶠ t in 𝓝 (0 : ℝ), F t = G t) :
    F' = G' := by
  ext i j
  exact (hF i j).unique
    ((hG i j).congr_of_eventuallyEq (h.mono fun t ht => congrFun (congrFun ht i) j))
```

## The derivative of $L^{-1}$

Differentiating $LL^{-1} = 1$ presupposes that $L^{-1}$ has a derivative, so this is settled first. The determinant $\det F = \sum_\sigma \mathrm{sgn}(\sigma) \prod_i F_{\sigma(i)\,i}$, summed over permutations $\sigma$, is a finite sum of finite products of differentiable functions. The induction `hp` adds one factor at a time.

```lean
/-- The determinant of a path with differentiable elements is differentiable. -/
theorem differentiableAt_det {F : ℝ → Matrix n n ℝ}
    (h : ∀ i j, DifferentiableAt ℝ (fun t => F t i j) 0) :
    DifferentiableAt ℝ (fun t => (F t).det) 0 := by
  simp only [det_apply']
  refine DifferentiableAt.fun_sum fun σ _ => DifferentiableAt.const_mul ?_ _
  have hp : ∀ u : Finset n, DifferentiableAt ℝ (fun t => ∏ i ∈ u, F t (σ i) i) 0 := by
    intro u
    induction u using Finset.induction_on with
    | empty =>
      simp only [Finset.prod_empty]
      exact differentiableAt_const _
    | insert a u ha ih =>
      simp only [Finset.prod_insert ha]
      exact (h _ _).mul ih
  exact hp _
```

By Cramer's rule $(L^{-1})_{ij} = \det L^{(j,i)} / \det L$, where $L^{(j,i)}$ is $L$ with row $j$ replaced by the $i$-th unit vector, written `updateRow j (Pi.single i 1)`. Numerator and denominator are differentiable and $\det L(0) \neq 0$, so the derivative $D$ of $L^{-1}$ exists (`hinv`, `hD`). Continuity keeps $\det L(t) \ne 0$ near $0$ (`hev`, from `eventually_ne`), hence $LL^{-1} = 1$ there and

$$L'L^{-1} + LD = 0 \quad\Longrightarrow\quad D = -L^{-1}L'L^{-1}.$$

These two equations are `hu` and `h2`.

```lean
/-- Derivative of the inverse at a point where `L` is invertible: `(L⁻¹)' = -L⁻¹ L' L⁻¹`. -/
theorem HasMatDeriv.inv {L : ℝ → Matrix n n ℝ} {L' : Matrix n n ℝ} (hL : HasMatDeriv L L')
    (h0 : (L 0).det ≠ 0) :
    HasMatDeriv (fun t => (L t)⁻¹) (-((L 0)⁻¹ * L' * (L 0)⁻¹)) := by
  have hd := differentiableAt_det (fun i j => (hL i j).differentiableAt)
  -- the inverse is adjugate over determinant, hence differentiable
  have hinv : ∀ i j, DifferentiableAt ℝ (fun t => (L t)⁻¹ i j) 0 := by
    intro i j
    have ha : DifferentiableAt ℝ
        (fun t => ((L t).updateRow j (Pi.single i 1 : n → ℝ)).det) 0 := by
      refine differentiableAt_det (F := fun t => (L t).updateRow j (Pi.single i 1)) ?_
      intro a b
      by_cases h : a = j
      · simp only [updateRow_apply, if_pos h]
        exact differentiableAt_const _
      · simp only [updateRow_apply, if_neg h]
        exact (hL a b).differentiableAt
    simp only [inv_def, Ring.inverse_eq_inv', Matrix.smul_apply, smul_eq_mul, adjugate_apply]
    exact (hd.inv h0).mul ha
  obtain ⟨D, hD⟩ : ∃ D, HasMatDeriv (fun t => (L t)⁻¹) D :=
    ⟨of fun i j => deriv (fun t => (L t)⁻¹ i j) 0, fun i j => (hinv i j).hasDerivAt⟩
  -- differentiate L L⁻¹ = 1, valid near 0
  have hev := hd.continuousAt.eventually_ne h0
  have hone : HasMatDeriv (fun _ => (1 : Matrix n n ℝ)) 0 :=
    fun i j => hasDerivAt_const (0 : ℝ) ((1 : Matrix n n ℝ) i j)
  have hu : L' * (L 0)⁻¹ + L 0 * D = 0 :=
    (hL.mul hD).unique hone
      (hev.mono fun t ht => mul_nonsing_inv _ (isUnit_iff_ne_zero.mpr ht))
  have h1 : L 0 * D = -(L' * (L 0)⁻¹) := eq_neg_of_add_eq_zero_right hu
  have h2 : D = -((L 0)⁻¹ * L' * (L 0)⁻¹) :=
    calc D = (L 0)⁻¹ * (L 0 * D) := by
          rw [← Matrix.mul_assoc, nonsing_inv_mul _ (isUnit_iff_ne_zero.mpr h0), Matrix.one_mul]
      _ = _ := by rw [h1, Matrix.mul_neg, Matrix.mul_assoc]
  rw [h2] at hD
  exact hD
```

## $X'$ from the component derivatives

The product rule applied to $SL^{-1}$ gives

$$X' = S'L^{-1} - SL^{-1}L'L^{-1} = (S' - XL')\,L^{-1}.$$

No eigenvalue equation is involved; the step `e` is the regrouping of terms.

```lean
/-- In terms of the component derivatives, `X' = (S' - X L') L⁻¹`. -/
theorem decoupling_deriv {s : Type*} {L : ℝ → Matrix l l ℝ} {S : ℝ → Matrix s l ℝ}
    {L' : Matrix l l ℝ}
    {S' : Matrix s l ℝ} (hL : HasMatDeriv L L') (hS : HasMatDeriv S S')
    (h0 : (L 0).det ≠ 0) :
    HasMatDeriv (fun t => decoupling (L t) (S t))
      ((S' - decoupling (L 0) (S 0) * L') * (L 0)⁻¹) := by
  have e : (S' - decoupling (L 0) (S 0) * L') * (L 0)⁻¹
      = S' * (L 0)⁻¹ + S 0 * -((L 0)⁻¹ * L' * (L 0)⁻¹) := by
    simp only [decoupling, Matrix.add_mul, Matrix.neg_mul, Matrix.mul_neg, Matrix.mul_assoc,
      sub_eq_add_neg]
  rw [e]
  exact hS.mul (hL.inv h0)
```

## Projection on the complementary eigenvectors

Differentiating $HC = C\Lambda$ gives

$$H'C + HC' = C'\Lambda + C\Lambda'.$$

Transposing $HN = N\,\mathrm{diag}(f)$ and using $H^T = H$ gives $N^T H = \mathrm{diag}(f)N^T$. Multiplying the differentiated equation by $N^T$ from the left, the last term vanishes because $N^T C = 0$, whatever $\Lambda'$ is. With $W = N^T C'$,

$$N^T H' C + \mathrm{diag}(f)\,W = W\,\mathrm{diag}(e), \qquad (N^T H' C)_{ij} = (e_j - f_i)\,W_{ij},$$

and division by $e_j - f_i \neq 0$ gives $W = U$. In Lean $\Lambda$ is `E`. The differentiated equation is `hd`, the transposed one `hNH`, the projected one `key`; `eq_div_iff` clears the denominator and `linear_combination` rearranges the element equation. The lemma assumes orthogonality of $N$ to $C$ (`horth`) but neither normalisation nor completeness. That assumption is in fact implied by the others: at $t=0$, $N^THC$ equals both $\mathrm{diag}(f)\,N^TC$ and $N^TC\,\mathrm{diag}(e)$, so $(e_j - f_i)(N^TC)_{ij} = 0$.

```lean
/-- If `H C = C Λ` near `0`, and `N` holds eigenvectors of the symmetric `H(0)` orthogonal to
`C(0)` with `e_j ≠ f_i`, then the projection `Nᵀ C'` equals the amplitude matrix `U`. -/
theorem projected_response {H : ℝ → Matrix m m ℝ} {C : ℝ → Matrix m n ℝ}
    {E : ℝ → Matrix n n ℝ} {H' : Matrix m m ℝ} {C' : Matrix m n ℝ} {E' : Matrix n n ℝ}
    {N : Matrix m k ℝ} {e : n → ℝ} {f : k → ℝ}
    (hH : HasMatDeriv H H') (hC : HasMatDeriv C C') (hE : HasMatDeriv E E')
    (heig : ∀ᶠ t in 𝓝 (0 : ℝ), H t * C t = C t * E t) (hsym : (H 0).IsSymm)
    (hE0 : E 0 = diagonal e) (horth : Nᵀ * C 0 = 0) (hN : H 0 * N = N * diagonal f)
    (hgap : ∀ i j, e j ≠ f i) : Nᵀ * C' = amplitude N H' (C 0) e f := by
  have hd : H' * C 0 + H 0 * C' = C' * E 0 + C 0 * E' :=
    (hH.mul hC).unique (hC.mul hE) heig
  have hNH : Nᵀ * H 0 = diagonal f * Nᵀ := by
    have h := congrArg transpose hN
    rwa [transpose_mul, transpose_mul, hsym.eq, diagonal_transpose] at h
  -- projecting on N removes the term with the derivative of the eigenvalue matrix
  have key : Nᵀ * H' * C 0 + diagonal f * (Nᵀ * C') = Nᵀ * C' * diagonal e := by
    have h := congrArg (fun M => Nᵀ * M) hd
    simp only [Matrix.mul_add, ← Matrix.mul_assoc, hNH, horth, hE0, Matrix.zero_mul,
      add_zero] at h
    simpa only [Matrix.mul_assoc] using h
  ext i j
  have h := congrFun (congrFun key i) j
  simp only [Matrix.add_apply, diagonal_mul, mul_diagonal] at h
  simp only [amplitude, of_apply]
  rw [eq_div_iff (sub_ne_zero.mpr (hgap i j))]
  linear_combination (-1) * h
```

## Completeness and the cancellation of internal mixing

Let $Q = (C, N)$ at $t=0$. From $QQ^T = 1$ follows $CC^T + NN^T = 1$, and since $Q$ is square also $Q^TQ = 1$, whose lower left block is $N^T C = 0$. Inserting the resolution of the identity, with $A = C^T C'$,

$$C' = CA + NU, \qquad L' = LA + N_L U, \qquad S' = SA + N_S U.$$

Then

$$S' - XL' = (S - XL)A + (N_S - XN_L)U = (N_S - XN_L)U,$$

because $XL = S$. The matrix $A$ describes mixing among the columns of $C$, the part for which ordinary perturbation theory would divide by $e_j - e_{j'}$. It is never computed, so coinciding $e_j$ cause no difficulty.

In `decoupling_deriv_response`, $H$ acts on the index type `l ⊕ s`, large components first; `fromRows` stacks blocks vertically and `fromCols` sets $C$ beside $N$. The four `HasMatDeriv` hypotheses give the derivatives, `heig` is the invariance equation near $0$, and `hsym`, `h0`, `hE0`, `hQ`, `hN`, `hgap` are the conditions at $0$ in the order listed at the start. The conclusion says that the path `decoupling (L t) (S t)` has the stated derivative. For $t \neq 0$, $H$ need not be symmetric, $\Lambda$ need not be diagonal and $C$ need not be orthonormal: only the span of its columns has to be invariant under $H$. A differentiable $C(t)$ is assumed, not constructed from $H(t)$. Complex Hermitian matrices, which spin–orbit coupling in general brings in, a parameter-dependent overlap metric, second derivatives and the renormalisation that completes the two-component Hamiltonian are not treated.

The proof obtains $Q^TQ = 1$ from `mul_eq_one_comm`, reads off the block $N^TC = 0$ with `fromBlocks_inj`, and passes it to `projected_response`. The decomposition of $C'$ is `hA`, its two row blocks are `hL'` and `hS'`, the relation $XL = S$ is `hX`, and the cancellation is `hc`.

```lean
/-- For `H C = C Λ` near `0` with `C = (L; S)` (`Λ` is written `E`), and `N = (N_L; N_S)` the
remaining eigenvectors at `0` with `e_j ≠ f_i`, one has `X' = (N_S - X N_L) U L⁻¹`. -/
theorem decoupling_deriv_response {H : ℝ → Matrix (l ⊕ s) (l ⊕ s) ℝ} {L E : ℝ → Matrix l l ℝ}
    {S : ℝ → Matrix s l ℝ} {H' : Matrix (l ⊕ s) (l ⊕ s) ℝ} {L' E' : Matrix l l ℝ}
    {S' : Matrix s l ℝ} {NL : Matrix l s ℝ} {NS : Matrix s s ℝ} {e : l → ℝ} {f : s → ℝ}
    (hH : HasMatDeriv H H') (hL : HasMatDeriv L L') (hS : HasMatDeriv S S')
    (hE : HasMatDeriv E E')
    (heig : ∀ᶠ t in 𝓝 (0 : ℝ), H t * fromRows (L t) (S t) = fromRows (L t) (S t) * E t)
    (hsym : (H 0).IsSymm) (h0 : (L 0).det ≠ 0) (hE0 : E 0 = diagonal e)
    (hQ : fromCols (fromRows (L 0) (S 0)) (fromRows NL NS)
      * (fromCols (fromRows (L 0) (S 0)) (fromRows NL NS))ᵀ = 1)
    (hN : H 0 * fromRows NL NS = fromRows NL NS * diagonal f) (hgap : ∀ i j, e j ≠ f i) :
    HasMatDeriv (fun t => decoupling (L t) (S t))
      ((NS - decoupling (L 0) (S 0) * NL)
        * amplitude (fromRows NL NS) H' (fromRows (L 0) (S 0)) e f * (L 0)⁻¹) := by
  have hC : HasMatDeriv (fun t => fromRows (L t) (S t)) (fromRows L' S') := by
    rintro (i | i) j
    · exact hL i j
    · exact hS i j
  have hQ' := mul_eq_one_comm.mp hQ
  rw [transpose_fromCols, fromRows_mul_fromCols, ← fromBlocks_one] at hQ'
  rw [transpose_fromCols, fromCols_mul_fromRows] at hQ
  have hU := projected_response hH hC hE heig hsym hE0 (fromBlocks_inj.mp hQ').2.2.1 hN hgap
  -- completeness: C' = C A + N U
  obtain ⟨A, hA⟩ : ∃ A : Matrix l l ℝ, fromRows L' S' = fromRows (L 0) (S 0) * A
      + fromRows NL NS * amplitude (fromRows NL NS) H' (fromRows (L 0) (S 0)) e f := by
    refine ⟨(fromRows (L 0) (S 0))ᵀ * fromRows L' S', ?_⟩
    rw [← hU, ← Matrix.mul_assoc, ← Matrix.mul_assoc, ← Matrix.add_mul, hQ, Matrix.one_mul]
  generalize amplitude (fromRows NL NS) H' (fromRows (L 0) (S 0)) e f = U at hA ⊢
  rw [fromRows_mul, fromRows_mul] at hA
  have hL' : L' = L 0 * A + NL * U := by
    ext i j
    exact congrFun (congrFun hA (Sum.inl i)) j
  have hS' : S' = S 0 * A + NS * U := by
    ext i j
    exact congrFun (congrFun hA (Sum.inr i)) j
  have hX : decoupling (L 0) (S 0) * L 0 = S 0 := by
    rw [decoupling, Matrix.mul_assoc, nonsing_inv_mul _ (isUnit_iff_ne_zero.mpr h0),
      Matrix.mul_one]
  -- the mixing A inside the span of C cancels because X L = S
  have hc : S' - decoupling (L 0) (S 0) * L' = (NS - decoupling (L 0) (S 0) * NL) * U := by
    rw [hS', hL']
    simp only [Matrix.mul_add, Matrix.sub_mul, ← Matrix.mul_assoc, hX]
    abel
  rw [← hc]
  exact decoupling_deriv hL hS h0
```

## What happens without the gap

The following example is not part of the Lean file. Take one large and one small function, $H(t) = 1$ (the $2\times2$ unit matrix), $C(t) = \binom{1}{ct}$ with any real $c$, $\Lambda = 1$ and $N = \binom{0}{1}$, so that $e = f = 1$. Every hypothesis except `hgap` holds. Here $X(t) = ct$ and $X' = c$, while $H' = 0$ and $N^T H' C = 0$. The same Hamiltonian is compatible with every $c$, so $H'$ does not determine $X'$. The amplitude becomes $0/0$, which Lean evaluates to $0$, and the formula would return $0$, wrong for $c \ne 0$.

## A fully degenerate example

For an arbitrary matrix $B$ with rows in `s` and columns in `l`, set $L(t) = 1$ and $S(t) = tB$.

```lean
/-- Model coefficients `C(t) = (1; t B)`. -/
def modelC (B : Matrix s l ℝ) (t : ℝ) : Matrix (l ⊕ s) l ℝ := fromRows 1 (t • B)
```

Take $H = CC^T$ and $\Lambda = C^TC = 1 + t^2 B^T B$. Then $HC = C\Lambda$ for all $t$ by associativity, and $\Lambda(t)$ is in general not diagonal away from $0$. At $t = 0$, $C = \binom{1}{0}$, all $e_j = 1$, and $N = \binom{0}{1}$ lies in the kernel of $H$, so all $f_i = 0$. The product rule gives

$$H' = \begin{pmatrix} 0 & B^T \\ B & 0 \end{pmatrix}, \qquad \Lambda' = 0, \qquad U = \frac{N^T H' C}{1 - 0} = B.$$

The theorem lists these facts as a conjunction that follows the hypotheses of the main theorem, leaving out only the gap condition, which reads $1 \neq 0$; its last clause is $U = B$. With $N_S = 1$, $N_L = 0$, $L = 1$ the formula gives $X' = B$, in agreement with $X(t) = tB$. This $H$ is an algebraic model, not a Dirac matrix. Unless $B = 0$, the columns of $C$ are not all normalised for $t \neq 0$: for a $1\times1$ matrix $B = b$ the unit eigenvector is $(1, tb)/\sqrt{1 + t^2b^2}$ with eigenvalue $1 + t^2b^2$, and it has the same ratio $X = tb$.

```lean
/-- For any `B`, the path `C = (1; t B)`, `H = C Cᵀ`, `Λ = Cᵀ C`, `N = (0; 1)` meets the hypotheses
of `decoupling_deriv_response` other than `hgap` (not stated here), with all `e_j = 1`, all `f_i =
0`, and has `U = B`. -/
theorem decoupling_deriv_response_witness (B : Matrix s l ℝ) :
    HasMatDeriv (fun t => modelC B t * (modelC B t)ᵀ) (fromBlocks 0 Bᵀ B 0) ∧
    HasMatDeriv (fun _ => (1 : Matrix l l ℝ)) 0 ∧ HasMatDeriv (fun t => t • B) B ∧
    HasMatDeriv (fun t => (modelC B t)ᵀ * modelC B t) 0 ∧
    (∀ t, modelC B t * (modelC B t)ᵀ * modelC B t
      = modelC B t * ((modelC B t)ᵀ * modelC B t)) ∧
    (modelC B 0 * (modelC B 0)ᵀ).IsSymm ∧ (1 : Matrix l l ℝ).det ≠ 0 ∧
    (modelC B 0)ᵀ * modelC B 0 = diagonal (fun _ : l => (1 : ℝ)) ∧
    fromCols (modelC B 0) (fromRows (0 : Matrix l s ℝ) (1 : Matrix s s ℝ))
      * (fromCols (modelC B 0) (fromRows (0 : Matrix l s ℝ) (1 : Matrix s s ℝ)))ᵀ = 1 ∧
    modelC B 0 * (modelC B 0)ᵀ * fromRows (0 : Matrix l s ℝ) (1 : Matrix s s ℝ)
      = fromRows (0 : Matrix l s ℝ) (1 : Matrix s s ℝ) * diagonal (fun _ : s => (0 : ℝ)) ∧
    amplitude (fromRows (0 : Matrix l s ℝ) (1 : Matrix s s ℝ)) (fromBlocks 0 Bᵀ B 0)
      (modelC B 0) (fun _ => 1) (fun _ => 0) = B := by
  have hB : HasMatDeriv (fun t => t • B) B := fun i j => hasDerivAt_mul_const (B i j)
  have h1 : HasMatDeriv (fun _ => (1 : Matrix l l ℝ)) 0 :=
    fun i j => hasDerivAt_const (0 : ℝ) ((1 : Matrix l l ℝ) i j)
  have hC : HasMatDeriv (modelC B) (fromRows 0 B) := by
    rintro (i | i) j
    · exact h1 i j
    · exact hB i j
  have hT : HasMatDeriv (fun t => (modelC B t)ᵀ) (fromRows 0 B)ᵀ := fun i j => hC j i
  have h0 : modelC B 0 = fromRows 1 0 := by simp [modelC]
  refine ⟨?_, h1, hB, ?_, fun t => Matrix.mul_assoc _ _ _, by simp [IsSymm], by simp,
    ?_, ?_, ?_, ?_⟩
  · have e : fromRows (0 : Matrix l l ℝ) B * (modelC B 0)ᵀ
        + modelC B 0 * (fromRows (0 : Matrix l l ℝ) B)ᵀ = fromBlocks 0 Bᵀ B 0 := by
      rw [h0, transpose_fromRows, transpose_fromRows, fromRows_mul_fromCols,
        fromRows_mul_fromCols, fromBlocks_add]
      simp
    rw [← e]
    exact hC.mul hT
  · have e : (fromRows (0 : Matrix l l ℝ) B)ᵀ * modelC B 0
        + (modelC B 0)ᵀ * fromRows (0 : Matrix l l ℝ) B = 0 := by
      rw [h0, transpose_fromRows, transpose_fromRows, fromCols_mul_fromRows,
        fromCols_mul_fromRows]
      simp
    rw [← e]
    exact hT.mul hC
  · rw [h0, transpose_fromRows, fromCols_mul_fromRows]
    simp
  · rw [h0, transpose_fromCols, fromCols_mul_fromRows, transpose_fromRows, transpose_fromRows,
      fromRows_mul_fromCols, fromRows_mul_fromCols, fromBlocks_add]
    simp
  · rw [h0, Matrix.mul_assoc, transpose_fromRows, fromCols_mul_fromRows]
    simp
  · have e : (fromRows (0 : Matrix l s ℝ) (1 : Matrix s s ℝ))ᵀ * fromBlocks 0 Bᵀ B 0
        * modelC B 0 = B := by
      rw [h0, transpose_fromRows, fromCols_mul_fromBlocks, fromCols_mul_fromRows]
      simp
    ext i j
    simp only [amplitude, of_apply, e]
    simp

end

end DecouplingDerivative
```

```lean
#print axioms DecouplingDerivative.decoupling_deriv_response
```

```
'DecouplingDerivative.decoupling_deriv_response' depends on axioms: [propext, Classical.choice, Quot.sound]
```
